# No invertible matrix W satisfies [Jz, W] = W for a finite spin

## Can the phase of J+ be a ladder operator?

Take a spin $n/2$ with $\hbar=1$ and basis $e_0,\dots,e_n$, where $e_k$ has magnetic number $m_k=n/2-k$. Then $J_z e_k=m_k e_k$, and the raising operator acts as

$$J_+e_{k+1}=a_k\,e_k,\qquad J_+e_0=0,\qquad a_k=\sqrt{(k+1)(n-k)}.$$

Let $U$ be the cyclic shift, $Ue_{k+1}=e_k$ and $Ue_0=e_n$. It looks like the phase of $J_+$: a unitary that moves the spin up one level, with the amplitudes stripped off. But it also sends the top state to the bottom, and I believe this spoils $[J_z,U]=U$. I also suspect that no other unitary, or even invertible, matrix $W$ satisfies $[J_z,W]=W$. Is that right, and can I see a proof that a computer has checked?

## The trace rules out every invertible candidate

Yes, on both counts. Write $D=\mathrm{diag}(a_0,\dots,a_n)$, and let $E_{n,0}$ be the matrix whose only nonzero entry is a 1 in row $n$, column $0$.

**The factorisation.** $U$ permutes an orthonormal basis, so it is unitary. We have $DUe_{k+1}=a_ke_k$ and $DUe_0=a_ne_n=0$, because $a_n=0$. Hence $J_+=DU$: the vanishing last amplitude hides the wrap-around.

**The spin relations.** For any matrix $M$,

$$[J_z,M]_{ij}=(m_i-m_j)M_{ij}=(j-i)M_{ij}.$$

The entries of $J_+$ sit at $j=i+1$, so $[J_z,J_+]=J_+$. The matrix $[J_+,J_+^\dagger]$ is diagonal, with entries

$$(k+1)(n-k)-k(n-k+1)=n-2k=2m_k,$$

so it equals $2J_z$.

**The defect of the shift.** The entries of $U$ at $j=i+1$ are also reproduced. The wrap-around entry at $i=n$, $j=0$ is multiplied by $-n=1-(n+1)$. Therefore

$$[J_z,U]=U-(n+1)E_{n,0}.$$

**Every other candidate.** Let $A$ and $W$ be $d\times d$ matrices with $d\ge1$, and let $VW=1$, so that $WV=1$ too. By cyclicity of the trace,

$$\mathrm{tr}(V[A,W])=\mathrm{tr}(AWV)-\mathrm{tr}(VWA)=\mathrm{tr}A-\mathrm{tr}A=0.$$

If $[A,W]=cW$, the same trace is $c\,\mathrm{tr}(VW)=cd$, which is nonzero for $c\neq0$. So $W$ has no inverse. Your case is $A=J_z$, $c=1$.

**The size of the error.** Let $W$ be unitary and $C=[A,W]$. Taking $V=W^\dagger$ gives $\mathrm{tr}(W^\dagger C)=0$, so the cross terms vanish:

$$\mathrm{tr}\big((C-W)^\dagger(C-W)\big)=\mathrm{tr}(C^\dagger C)+d.$$

Since $\mathrm{tr}(C^\dagger C)\ge0$, the squared Frobenius error of a unitary candidate is at least $d$, which is $n+1$ for the spin. For $U$ itself it is $(n+1)^2$.

In quantum mechanics this means that, within a single finite spin multiplet, the phase of $J_+$ cannot be a unitary that raises the magnetic number by exactly one.

## The matrices and theorems in Lean

The index type `Fin (n + 1)` labels $e_0,\dots,e_n$, and its addition is modulo $n+1$; this is how `phaseShift` ($U$) encodes the wrap-around. `Jplus` instead compares ordinary natural numbers, so it has none. `amp n k` is $a_k$, `comm` is the commutator, `ᴴ` is the adjoint, and `Matrix.single (Fin.last n) 0 1` is $E_{n,0}$.

`no_invertible_phase_ladder` says that for every $n$ there is no complex matrix `W` of size $n+1$ that is invertible (`IsUnit W`) and satisfies `comm (Jz n) W = W`. This includes spin zero, where $U=1$ and $J_+=0$. The general theorem `ladder_not_invertible` allows any matrix `A`, Hermitian or not, in any nonzero finite dimension. `ladder_witness` shows that for $n>0$ the relation does have a nonzero solution, namely $J_+$, so the obstruction is to invertibility alone.

The matrix elements of $J_z$ and $J_+$ are put in by definition, not derived from rotations; the two commutator theorems confirm that they obey the spin algebra. Infinite-dimensional spaces are not covered.

```lean
import Mathlib

open Matrix

namespace SpinPhaseLadder

noncomputable section

/-- The commutator `[A, B] = A B - B A` of two square matrices. -/
def comm {ι : Type*} [Fintype ι] (A B : Matrix ι ι ℂ) : Matrix ι ι ℂ :=
  A * B - B * A

/-- The operator `Jz` of spin `n/2`: the basis state `e_k` has magnetic number `n/2 - k`. -/
def Jz (n : ℕ) : Matrix (Fin (n + 1)) (Fin (n + 1)) ℂ :=
  diagonal fun k => (n : ℂ) / 2 - ((k : ℕ) : ℂ)

/-- The ladder amplitude `√((k+1)(n-k))` between `e_(k+1)` and `e_k`. -/
def amp (n : ℕ) (k : Fin (n + 1)) : ℝ :=
  √((((k : ℕ) : ℝ) + 1) * ((n : ℝ) - ((k : ℕ) : ℝ)))

/-- The raising operator `J+` of spin `n/2`, which sends `e_(k+1)` to `√((k+1)(n-k)) e_k`
and `e_0` to zero. -/
def Jplus (n : ℕ) : Matrix (Fin (n + 1)) (Fin (n + 1)) ℂ :=
  Matrix.of fun i j => if (j : ℕ) = (i : ℕ) + 1 then (amp n i : ℂ) else 0

/-- The cyclic shift `U`, which sends `e_(k+1)` to `e_k` and `e_0` to `e_n`;
the sum `i + 1` is taken modulo `n + 1`. -/
def phaseShift (n : ℕ) : Matrix (Fin (n + 1)) (Fin (n + 1)) ℂ :=
  Matrix.of fun i j => if j = i + 1 then 1 else 0

/-- The cyclic shift is unitary. -/
theorem phaseShift_unitary (n : ℕ) :
    phaseShift n ∈ unitaryGroup (Fin (n + 1)) ℂ := by
  rw [mem_unitaryGroup_iff]
  ext i j
  by_cases h : i = j
  · subst h
    simp [phaseShift, Matrix.mul_apply, Matrix.star_apply]
  · simp [phaseShift, Matrix.mul_apply, Matrix.star_apply, h, Ne.symm h]

/-- The raising operator is the diagonal matrix of ladder amplitudes times the cyclic shift. -/
theorem Jplus_eq_amp_mul_phaseShift (n : ℕ) :
    Jplus n = diagonal (fun k => (amp n k : ℂ)) * phaseShift n := by
  ext i j
  simp only [Jplus, phaseShift, diagonal_mul, of_apply]
  by_cases hi : i = Fin.last n
  · -- the vanishing last amplitude removes the wrap-around
    subst hi
    have hj : ¬ ((j : ℕ) = (Fin.last n : ℕ) + 1) := by
      have := j.isLt
      rw [Fin.val_last]
      omega
    have h0 : amp n (Fin.last n) = 0 := by simp [amp]
    rw [if_neg hj, h0]
    simp
  · have hij : j = i + 1 ↔ (j : ℕ) = (i : ℕ) + 1 := by
      rw [Fin.ext_iff, Fin.val_add_one, if_neg hi]
    simp [hij]

/-- The raising operator obeys the ladder relation `[Jz, J+] = J+`. -/
theorem comm_Jz_Jplus (n : ℕ) : comm (Jz n) (Jplus n) = Jplus n := by
  ext i j
  simp only [comm, Jz, Jplus, Matrix.sub_apply, diagonal_mul, mul_diagonal, of_apply]
  split_ifs with h
  · rw [h]
    push_cast
    ring
  · ring

/-- The raising operator and its adjoint obey `[J+, J+†] = 2 Jz`. -/
theorem comm_Jplus_adjoint (n : ℕ) :
    comm (Jplus n) (Jplus n)ᴴ = (2 : ℂ) • Jz n := by
  have sq (k : Fin (n + 1)) :
      amp n k * amp n k = (((k : ℕ) : ℝ) + 1) * ((n : ℝ) - ((k : ℕ) : ℝ)) := by
    have hk : ((k : ℕ) : ℝ) ≤ n := by exact_mod_cast Nat.lt_succ_iff.mp k.isLt
    exact Real.mul_self_sqrt (mul_nonneg (by positivity) (by linarith))
  have sq' (i : Fin (n + 1)) :
      amp n (i - 1) * amp n (i - 1) = ((i : ℕ) : ℝ) * ((n : ℝ) - ((i : ℕ) : ℝ) + 1) := by
    obtain ⟨k, rfl⟩ : ∃ k, i = k + 1 := ⟨i - 1, (sub_add_cancel i 1).symm⟩
    rw [add_sub_cancel_right, sq, Fin.val_add_one]
    split_ifs with h
    · subst h
      simp
    · push_cast
      ring
  have e (i k : Fin (n + 1)) : Jplus n i k = if k = i + 1 then (amp n i : ℂ) else 0 := by
    rw [Jplus_eq_amp_mul_phaseShift]
    simp [diagonal_mul, phaseShift]
  have e' (k i : Fin (n + 1)) : Jplus n k i = if k = i - 1 then (amp n k : ℂ) else 0 := by
    rw [e]
    simp only [eq_sub_iff_add_eq, eq_comm]
  -- both products are diagonal
  have h1 : Jplus n * (Jplus n)ᴴ = diagonal fun i => ((amp n i * amp n i : ℝ) : ℂ) := by
    ext i j
    simp only [Matrix.mul_apply, conjTranspose_apply, e]
    by_cases h : i = j
    · subst h
      simp
    · simp [h]
  have h2 : (Jplus n)ᴴ * Jplus n =
      diagonal fun i => ((amp n (i - 1) * amp n (i - 1) : ℝ) : ℂ) := by
    ext i j
    simp only [Matrix.mul_apply, conjTranspose_apply, e']
    by_cases h : i = j
    · subst h
      simp
    · simp [h, Ne.symm h]
  rw [comm, h1, h2]
  ext i j
  by_cases h : i = j
  · subst h
    simp only [Jz, Matrix.sub_apply, Matrix.smul_apply, diagonal_apply_eq, smul_eq_mul]
    rw [sq' i, sq i]
    push_cast
    ring
  · simp [Jz, h]

/-- The cyclic shift fails the ladder relation in one matrix element only:
`[Jz, U] = U - (n+1) E_(n,0)`. -/
theorem comm_Jz_phaseShift (n : ℕ) :
    comm (Jz n) (phaseShift n) =
      phaseShift n - ((n : ℂ) + 1) • Matrix.single (Fin.last n) 0 (1 : ℂ) := by
  ext i j
  simp only [comm, Jz, phaseShift, Matrix.sub_apply, Matrix.smul_apply, diagonal_mul,
    mul_diagonal, of_apply, Matrix.single_apply, smul_eq_mul]
  by_cases hj : j = i + 1
  · subst hj
    by_cases hi : i = Fin.last n
    · -- the wrap-around element
      subst hi
      rw [Fin.last_add_one]
      simp only [eq_self, if_true, and_self, Fin.val_last, Fin.val_zero, Nat.cast_zero]
      ring
    · have hi' : ¬ (Fin.last n = i ∧ 0 = i + 1) := fun h => hi h.1.symm
      rw [if_neg hi', Fin.val_add_one, if_neg hi]
      simp only [if_true]
      push_cast
      ring
  · have h0 : ¬ (Fin.last n = i ∧ 0 = j) := by
      rintro ⟨rfl, rfl⟩
      exact hj (Fin.last_add_one n).symm
    rw [if_neg hj, if_neg h0]
    ring

variable {ι : Type*} [Fintype ι] [DecidableEq ι]

/-- If `V` is the inverse of `W`, then `V [A, W]` has trace zero for every matrix `A`. -/
theorem trace_inverse_mul_comm (A : Matrix ι ι ℂ) {V W : Matrix ι ι ℂ} (h : V * W = 1) :
    trace (V * comm A W) = 0 := by
  have h' : W * V = 1 := mul_eq_one_comm.mp h
  rw [comm, mul_sub, ← mul_assoc, ← mul_assoc, trace_sub, trace_mul_cycle V A W, h', h,
    sub_self]

/-- In a nonzero finite dimension, a matrix `W` with `[A, W] = c W` and `c ≠ 0`
is not invertible. -/
theorem ladder_not_invertible [Nonempty ι] {A W : Matrix ι ι ℂ} {c : ℂ} (hc : c ≠ 0)
    (h : comm A W = c • W) : ¬ IsUnit W := by
  intro hW
  obtain ⟨V, hV⟩ := hW.exists_left_inv
  -- the trace would be both zero and `c` times the dimension
  have ht := trace_inverse_mul_comm A hV
  rw [h, mul_smul_comm, hV, trace_smul, trace_one, smul_eq_mul] at ht
  exact mul_ne_zero hc (Nat.cast_ne_zero.mpr Fintype.card_ne_zero) ht

/-- For spin `n/2`, no invertible matrix `W` satisfies `[Jz, W] = W`. -/
theorem no_invertible_phase_ladder (n : ℕ) :
    ¬ ∃ W : Matrix (Fin (n + 1)) (Fin (n + 1)) ℂ, IsUnit W ∧ comm (Jz n) W = W := by
  rintro ⟨W, hW, h⟩
  exact ladder_not_invertible one_ne_zero (h.trans (one_smul ℂ W).symm) hW

/-- For unitary `W` and `C = [A, W]`, the squared Frobenius norm `tr (X† X)` of the ladder
error `X = C - W` equals that of `C` plus the dimension. -/
theorem unitary_ladder_error (A : Matrix ι ι ℂ) {W : Matrix ι ι ℂ}
    (hW : W ∈ unitaryGroup ι ℂ) :
    trace ((comm A W - W)ᴴ * (comm A W - W)) =
      trace ((comm A W)ᴴ * comm A W) + (Fintype.card ι : ℂ) := by
  have h1 : Wᴴ * W = 1 := mem_unitaryGroup_iff'.mp hW
  -- the commutator is orthogonal to `W` in the trace inner product
  have h2 : trace (Wᴴ * comm A W) = 0 := trace_inverse_mul_comm A h1
  have h3 : trace ((comm A W)ᴴ * W) = 0 := by
    have h := congrArg star h2
    rw [← trace_conjTranspose, conjTranspose_mul, conjTranspose_conjTranspose,
      star_zero] at h
    exact h
  rw [conjTranspose_sub, sub_mul, mul_sub, mul_sub]
  simp only [trace_sub, h1, h2, h3, trace_one]
  ring

/-- For `n > 0` the raising operator is a nonzero solution of `[Jz, W] = W`. -/
theorem ladder_witness (n : ℕ) (hn : 0 < n) :
    Jplus n ≠ 0 ∧ comm (Jz n) (Jplus n) = Jplus n := by
  refine ⟨fun h => ?_, comm_Jz_Jplus n⟩
  -- the element between `e_1` and `e_0` is `√n`
  have h01 := congrFun (congrFun h ⟨0, by omega⟩) ⟨1, by omega⟩
  have hs : (amp n ⟨0, by omega⟩ : ℂ) = 0 := by simpa [Jplus] using h01
  have hp : 0 < amp n ⟨0, by omega⟩ := by
    apply Real.sqrt_pos.mpr
    have : (0 : ℝ) < n := by exact_mod_cast hn
    simpa using this
  exact hp.ne' (Complex.ofReal_eq_zero.mp hs)

end

end SpinPhaseLadder
```

```lean
#print axioms SpinPhaseLadder.comm_Jplus_adjoint
-- 'SpinPhaseLadder.comm_Jplus_adjoint' depends on axioms: [propext, Classical.choice, Quot.sound]
#print axioms SpinPhaseLadder.comm_Jz_phaseShift
-- 'SpinPhaseLadder.comm_Jz_phaseShift' depends on axioms: [propext, Classical.choice, Quot.sound]
#print axioms SpinPhaseLadder.no_invertible_phase_ladder
-- 'SpinPhaseLadder.no_invertible_phase_ladder' depends on axioms: [propext, Classical.choice, Quot.sound]
#print axioms SpinPhaseLadder.unitary_ladder_error
-- 'SpinPhaseLadder.unitary_ladder_error' depends on axioms: [propext, Classical.choice, Quot.sound]
```

## From the matrix entries to the trace

The identities for $J_z$, $J_+$ and $U$ are proved entry by entry. `Jplus_eq_amp_mul_phaseShift` treats the last row separately: there `h0` supplies $a_n=0$, and in all other rows addition modulo $n+1$ is ordinary addition. `comm_Jz_phaseShift` makes the same split, and its last row produces the term $-(n+1)E_{n,0}$.

In `comm_Jplus_adjoint`, `h1` and `h2` show that $J_+J_+^\dagger$ and $J_+^\dagger J_+$ are diagonal, with entries $a_i^2$ and $a_{i-1}^2$. The index $i-1$ is cyclic, so at $i=0$ it picks out $a_n=0$, as it should. `sq` and `sq'` evaluate the squares, and `ring` finds $n-2i$.

`trace_inverse_mul_comm` is the cyclicity argument, with `trace_mul_cycle` as its central step. `ladder_not_invertible` takes a left inverse `V` and obtains $cd=0$, a contradiction. `unitary_ladder_error` applies the trace lemma to $V=W^\dagger$, conjugates the result to get the other cross term, and expands the product.

## Where invertible ladders exist, and a neighbouring obstruction

The condition $c\neq0$ is needed: $W=1$ is invertible and satisfies $[A,1]=0\cdot1$ for every $A$. Finite dimension matters as well. For a planar rotor with states $e_m$, $m$ running over all integers, let $Le_m=me_m$ and $We_m=e_{m+1}$. On finite combinations of these states $[L,W]=W$, and $W$ is invertible, with $W^{-1}e_m=e_{m-1}$: the ladder has neither a top nor a bottom state.

The trace also shows that no finite matrices $x$ and $p$ satisfy the canonical commutation relation $[x,p]=\mathrm{i}\,1$, where $\mathrm{i}$ is the imaginary unit: the left side has trace zero, and the right side has trace $\mathrm{i}$ times the dimension. An oscillator truncated to finitely many levels must therefore violate this relation somewhere.
